# Unitary orbital rotations preserve the Frobenius norm of the two-particle cumulant

## A correlation measure that must not depend on the orbitals

The largest entry of a two-particle cumulant can be halved by rotating the orbitals while the state stays the same. If the overall size of the cumulant changed too, a correlation strength read from it would partly describe the choice of basis, and values obtained in localised and in canonical orbitals could not be compared. For the Frobenius norm and a unitary rotation within a finite set of orbitals, this does not happen.

Let a_i be fermionic annihilation operators, with {x,y} = xy + yx and

{a_i, a_j} = 0,  {a_i, a_j†} = δ(i,j).

These are the canonical anticommutation relations (CAR). For a complex matrix U, define the rotated operators

b_i = Σ_j U(i,j) a_j.

For a linear functional w, which plays the part of the expectation value, define the one-matrix γ, the two-matrix D and the cumulant C:

γ(i,k) = w(a_i† a_k)

D(ij,kl) = w(a_i† a_j† a_l a_k)

C(ij,kl) = D(ij,kl) − γ(i,k)γ(j,l) + γ(i,l)γ(j,k).

Primes denote the same quantities built from the b_i. Write V for the entrywise conjugate of U, and W = V ⊗ V. If U is unitary, then the b_i satisfy the CAR, W is unitary, D′ = W D W†, C′ = W C W†, and C′ has the same Frobenius norm as C.

## From anticommutators to the norm

**The CAR.** Expanding both operators gives

{b_i, b_j†} = Σ_pq U(i,p) conj(U(j,q)) {a_p, a_q†} = Σ_p U(i,p) conj(U(j,p)) = (U U†)(i,j),

times the identity. This is δ(i,j) when U is unitary. The other relation holds for every U:

{b_i, b_j} = Σ_pq U(i,p) U(j,q) {a_p, a_q} = 0.

Conversely, if the b_i satisfy the CAR and the identity operator is not zero, the first equation forces U U† = 1. Since U is a finite square matrix, it is unitary.

**The one-matrix.** The adjoint conjugates the coefficients, so

γ′(i,k) = Σ_pr conj(U(i,p)) γ(p,r) U(k,r) = (V γ V†)(i,k).

**The two-matrix.** Introduce the pair operators P_kl = a_l a_k. Then P_ij† = a_i† a_j†, and D(ij,kl) = w(P_ij† P_kl) is the one-matrix of the pair operators. They rotate as

b_l b_k = Σ_rs U(k,r) U(l,s) a_s a_r = Σ_rs (U ⊗ U)(kl,rs) P_rs.

The one-matrix argument did not use the CAR, so it applies to the P_kl with U ⊗ U in place of U. Hence D′ = W D W†.

**The cumulant.** Let F exchange the members of a pair: F(ij,kl) = δ(i,l) δ(j,k). Then

C = D − γ ⊗ γ + (γ ⊗ γ) F.

From γ′ = V γ V† we get γ′ ⊗ γ′ = W (γ ⊗ γ) W†. Since F commutes with every product X ⊗ X, it commutes with W† = V† ⊗ V†, so

(γ′ ⊗ γ′) F = W (γ ⊗ γ) W† F = W (γ ⊗ γ) F W†.

All three terms transform alike, and C′ = W C W†.

**The norm.** For unitary U, V†V = (U†U)ᵀ = 1, and therefore W†W = (V†V) ⊗ (V†V) = 1. The squared Frobenius norm is Σ |C(ij,kl)|² = tr(C C†), so

tr(C′ C′†) = tr(W C W† W C† W†) = tr(W C C† W†) = tr(C C†).

## Three orbitals, two of them combined with equal weights

Take an equal mixture of the vacuum and the determinant with orbitals 1 and 2 occupied. Then γ = diag(1/2, 1/2, 0) and D(12,12) = 1/2, which gives

C(12,12) = 1/2 − 1/4 = 1/4.

Reordering either pair changes only the sign, so there are four entries of modulus 1/4, and all others vanish. The norm is √(4/16) = 1/2.

Now rotate the second and third orbitals:

b_1 = a_1,  b_2 = (a_2 + a_3)/√2,  b_3 = (a_2 − a_3)/√2.

The new one-matrix has γ′(1,1) = 1/2 and γ′(2,2) = γ′(3,3) = γ′(2,3) = γ′(3,2) = 1/4. The elements D′(12,12), D′(12,13), D′(13,12) and D′(13,13) all equal 1/4. Subtracting 1/2 · 1/4 from each leaves

C′(12,12) = C′(12,13) = C′(13,12) = C′(13,13) = 1/8.

With their reorderings these make sixteen entries of modulus 1/8; the rest vanish. The largest entry has halved, but the norm is √(16/64) = 1/2 as before.

## Operators, density matrices and norm in Lean

The finite type `n` labels the orbitals. The operators live in `A`, a complex algebra with a compatible adjoint `star`; no Hilbert space or topology is required.

```lean
import Mathlib

open Matrix
open scoped Kronecker

namespace CumulantOrbitalRotation

noncomputable section

variable {n A : Type*} [Fintype n] [DecidableEq n]
  [Ring A] [StarRing A] [Algebra ℂ A] [StarModule ℂ A]
```

`IsCAR` states the two anticommutation relations for a family `a`.

```lean
/-- The canonical anticommutation relations for a family of annihilation operators. -/
def IsCAR (a : n → A) : Prop :=
  (∀ i j, a i * a j + a j * a i = 0) ∧
  ∀ i j, a i * star (a j) + star (a j) * a i = if i = j then 1 else 0
```

The rotation puts U on annihilation operators. Creation operators, and with them the orbitals, therefore rotate with the conjugate matrix V.

```lean
/-- The rotated operators `b i = ∑ j, U i j • a j`. -/
def rotate (U : Matrix n n ℂ) (a : n → A) (i : n) : A := ∑ j, U i j • a j
```

The functional `w` is only assumed linear. A physical state is also positive and normalised, but neither property is needed.

```lean
/-- The one-matrix `γ(i,k) = w(a_i† a_k)`. -/
def oneMatrix (w : A →ₗ[ℂ] ℂ) (a : n → A) : Matrix n n ℂ :=
  Matrix.of fun i k => w (star (a i) * a k)
```

A row of the two-matrix is an ordered pair `p` = (i,j) and a column is `q` = (k,l). All ordered pairs are kept, including i = j, and there is no factor 1/2.

```lean
/-- The two-matrix `D(ij,kl) = w(a_i† a_j† a_l a_k)`. -/
def twoMatrix (w : A →ₗ[ℂ] ℂ) (a : n → A) : Matrix (n × n) (n × n) ℂ :=
  Matrix.of fun p q => w (star (a p.1) * star (a p.2) * a q.2 * a q.1)
```

The cumulant subtracts only products of averages of the form a†a. Anomalous averages such as w(a_i a_j), which matter for paired states without a fixed particle number, are not subtracted.

```lean
/-- The two-particle cumulant: the two-matrix minus the antisymmetrised product of
one-matrices. -/
def cumulant (w : A →ₗ[ℂ] ℂ) (a : n → A) : Matrix (n × n) (n × n) ℂ :=
  Matrix.of fun p q => twoMatrix w a p q -
    (oneMatrix w a p.1 q.1 * oneMatrix w a p.2 q.2 -
      oneMatrix w a p.1 q.2 * oneMatrix w a p.2 q.1)
```

In the next definition `U.map star` is V and `⊗ₖ` is the Kronecker product, so `pairRotation U` is W.

```lean
/-- The matrix `conj(U) ⊗ conj(U)` on pairs of orbitals. -/
def pairRotation (U : Matrix n n ℂ) : Matrix (n × n) (n × n) ℂ :=
  U.map star ⊗ₖ U.map star
```

The matrix `exchange` is F.

```lean
/-- The matrix that exchanges the two members of an orbital pair. -/
def exchange : Matrix (n × n) (n × n) ℂ :=
  Matrix.of fun p q => if p = q.swap then 1 else 0
```

The norm is defined directly from the entries. For the cumulant its index type is `n × n`.

```lean
/-- The Frobenius norm, the root of the sum of squared moduli of all entries. -/
def frobeniusNorm (M : Matrix n n ℂ) : ℝ := Real.sqrt (∑ i, ∑ j, ‖M i j‖ ^ 2)
```

## The anticommutation relations and their converse

The auxiliary equations `h1` and `h2` expand the two products as double sums, with the order of summation changed in the second so that their terms match. The CAR then collapse the sum to an entry of `U * Uᴴ`, where `ᴴ` is the conjugate transpose.

```lean
/-- The mixed anticommutator of rotated operators is the matrix element of `U U†` times
the identity. -/
theorem rotate_anticommutator {a : n → A} (h : IsCAR a) (U : Matrix n n ℂ) (i j : n) :
    rotate U a i * star (rotate U a j) + star (rotate U a j) * rotate U a i =
      (U * Uᴴ) i j • (1 : A) := by
  have h1 : rotate U a i * star (rotate U a j) =
      ∑ p, ∑ q, (U i p * star (U j q)) • (a p * star (a q)) := by
    simp only [rotate, star_sum, star_smul, Finset.sum_mul_sum, smul_mul_smul_comm]
  have h2 : star (rotate U a j) * rotate U a i =
      ∑ p, ∑ q, (U i p * star (U j q)) • (star (a q) * a p) := by
    simp only [rotate, star_sum, star_smul, Finset.sum_mul_sum, smul_mul_smul_comm]
    refine Finset.sum_comm.trans ?_
    refine Finset.sum_congr rfl fun p _ => Finset.sum_congr rfl fun q _ => ?_
    rw [mul_comm (star (U j q)) (U i p)]
  rw [h1, h2]
  simp only [← Finset.sum_add_distrib, ← smul_add, h.2, smul_ite, smul_zero,
    Finset.sum_ite_eq, Finset.mem_univ, if_true, Matrix.mul_apply,
    Matrix.conjTranspose_apply, Finset.sum_smul]
```

The first half of the next proof treats two annihilation operators in the same way; the second inserts U U† = 1.

```lean
/-- A unitary rotation of the orbitals preserves the anticommutation relations. -/
theorem isCAR_rotate {a : n → A} (h : IsCAR a) {U : Matrix n n ℂ}
    (hU : U ∈ unitaryGroup n ℂ) : IsCAR (rotate U a) := by
  refine ⟨fun i j => ?_, fun i j => ?_⟩
  · have h1 : rotate U a i * rotate U a j =
        ∑ p, ∑ q, (U i p * U j q) • (a p * a q) := by
      simp only [rotate, Finset.sum_mul_sum, smul_mul_smul_comm]
    have h2 : rotate U a j * rotate U a i =
        ∑ p, ∑ q, (U i p * U j q) • (a q * a p) := by
      simp only [rotate, Finset.sum_mul_sum, smul_mul_smul_comm]
      refine Finset.sum_comm.trans ?_
      refine Finset.sum_congr rfl fun p _ => Finset.sum_congr rfl fun q _ => ?_
      rw [mul_comm (U j q) (U i p)]
    rw [h1, h2]
    simp only [← Finset.sum_add_distrib, ← smul_add, h.1, smul_zero, Finset.sum_const_zero]
  · have hU' : U * Uᴴ = 1 := mem_unitaryGroup_iff.mp hU
    rw [rotate_anticommutator h, hU', Matrix.one_apply]
    split_ifs <;> simp
```

For the converse, `Nontrivial A` says that 1 ≠ 0 in the algebra. Two complex multiples of the identity can then be equal only if their coefficients are, which turns the operator equation into U U† = 1.

```lean
/-- Conversely, if the rotated operators satisfy the anticommutation relations, then the
rotation is unitary. -/
theorem unitary_of_isCAR_rotate [Nontrivial A] {a : n → A} (h : IsCAR a)
    {U : Matrix n n ℂ} (hb : IsCAR (rotate U a)) : U ∈ unitaryGroup n ℂ := by
  rw [mem_unitaryGroup_iff, star_eq_conjTranspose]
  ext i j
  have e := (rotate_anticommutator h U i j).symm.trans (hb.2 i j)
  apply (algebraMap ℂ A).injective
  rw [Algebra.algebraMap_eq_smul_one, e, Matrix.one_apply]
  split_ifs <;> simp
```

## Conjugation of the density matrices and the cumulant

The three transformation laws hold for every matrix `U` and every family `a`, with neither unitarity nor the CAR assumed. For the one-matrix, the proof expands the product and moves `w` through the finite sums.

```lean
omit [DecidableEq n] in
/-- The one-matrix transforms by conjugation with `conj(U)`. -/
theorem oneMatrix_rotate (w : A →ₗ[ℂ] ℂ) (a : n → A) (U : Matrix n n ℂ) :
    oneMatrix w (rotate U a) = U.map star * oneMatrix w a * (U.map star)ᴴ := by
  ext i k
  have h : star (rotate U a i) * rotate U a k =
      ∑ r, ∑ p, (star (U i p) * U k r) • (star (a p) * a r) := by
    simp only [rotate, star_sum, star_smul, Finset.sum_mul_sum, smul_mul_smul_comm]
    exact Finset.sum_comm
  change w (star (rotate U a i) * rotate U a k) = _
  rw [h]
  simp only [map_sum, map_smul, smul_eq_mul, Matrix.mul_apply, Matrix.conjTranspose_apply,
    Matrix.map_apply, star_star, Finset.sum_mul, oneMatrix, Matrix.of_apply]
  refine Finset.sum_congr rfl fun r _ => Finset.sum_congr rfl fun p _ => ?_
  ring
```

For the two-matrix, `key` identifies it as the one-matrix of the pair operators, `hp` shows that these rotate with U ⊗ U, and `hW` identifies the conjugate of U ⊗ U with W. The previous theorem then finishes the proof.

```lean
omit [DecidableEq n] in
/-- The two-matrix transforms by conjugation with `conj(U) ⊗ conj(U)`. -/
theorem twoMatrix_rotate (w : A →ₗ[ℂ] ℂ) (a : n → A) (U : Matrix n n ℂ) :
    twoMatrix w (rotate U a) = pairRotation U * twoMatrix w a * (pairRotation U)ᴴ := by
  -- the two-matrix is the one-matrix of the pair operators
  have key : ∀ c : n → A,
      twoMatrix w c = oneMatrix w (fun p : n × n => c p.2 * c p.1) := by
    intro c
    ext p q
    simp only [twoMatrix, oneMatrix, Matrix.of_apply, star_mul, mul_assoc]
  -- pair operators rotate with U ⊗ U
  have hp : (fun p : n × n => rotate U a p.2 * rotate U a p.1) =
      rotate (U ⊗ₖ U) (fun p : n × n => a p.2 * a p.1) := by
    funext p
    simp only [rotate, Finset.sum_mul_sum, smul_mul_smul_comm, Fintype.sum_prod_type,
      Matrix.kroneckerMap_apply]
    refine Finset.sum_comm.trans ?_
    refine Finset.sum_congr rfl fun r _ => Finset.sum_congr rfl fun s _ => ?_
    rw [mul_comm (U p.2 s) (U p.1 r)]
  have hW : (U ⊗ₖ U).map star = pairRotation U := by
    ext p q
    simp only [pairRotation, Matrix.map_apply, Matrix.kroneckerMap_apply, star_mul']
  rw [key (rotate U a), key a, hp, oneMatrix_rotate, hW]
```

For the cumulant, `key` is the formula with F and `hc` is the commutation of F with X ⊗ X. After the rewriting, `noncomm_ring` checks the remaining identity between matrix products.

```lean
/-- The cumulant transforms by conjugation with `conj(U) ⊗ conj(U)`. -/
theorem cumulant_rotate (w : A →ₗ[ℂ] ℂ) (a : n → A) (U : Matrix n n ℂ) :
    cumulant w (rotate U a) = pairRotation U * cumulant w a * (pairRotation U)ᴴ := by
  have key : ∀ c : n → A, cumulant w c = twoMatrix w c -
      (oneMatrix w c ⊗ₖ oneMatrix w c -
        (oneMatrix w c ⊗ₖ oneMatrix w c) * exchange) := by
    intro c
    ext ⟨i, j⟩ ⟨k, l⟩
    simp only [cumulant, exchange, Matrix.sub_apply, Matrix.mul_apply, Matrix.of_apply,
      Matrix.kroneckerMap_apply, Prod.swap_prod_mk, mul_ite, mul_one, mul_zero,
      Finset.sum_ite_eq', Finset.mem_univ, if_true]
  -- exchanging the particles commutes with X ⊗ X
  have hc : ∀ X : Matrix n n ℂ, exchange * (X ⊗ₖ X) = (X ⊗ₖ X) * exchange := by
    intro X
    ext ⟨i, j⟩ ⟨k, l⟩
    have h : ∀ x : n × n, ((i, j) = x.swap) ↔ (x = (j, i)) := by
      rintro ⟨p, q⟩
      simp only [Prod.swap_prod_mk, Prod.mk.injEq]
      constructor <;> rintro ⟨h1, h2⟩ <;> exact ⟨h2.symm, h1.symm⟩
    simp only [exchange, Matrix.mul_apply, Matrix.of_apply, h, Matrix.kroneckerMap_apply,
      Prod.swap_prod_mk, ite_mul, one_mul, zero_mul, mul_ite, mul_one, mul_zero,
      Finset.sum_ite_eq', Finset.mem_univ, if_true]
    ring
  rw [key (rotate U a), key a, twoMatrix_rotate, oneMatrix_rotate, mul_kronecker_mul,
    mul_kronecker_mul, pairRotation, conjTranspose_kronecker,
    mul_assoc _ ((U.map star)ᴴ ⊗ₖ (U.map star)ᴴ) exchange, ← hc]
  noncomm_ring
```

## Unitarity and the invariant norm

The unitarity of W follows from V†V = 1, obtained by transposing U†U = 1.

```lean
/-- For unitary `U` the matrix `conj(U) ⊗ conj(U)` is unitary. -/
theorem pairRotation_unitary {U : Matrix n n ℂ} (hU : U ∈ unitaryGroup n ℂ) :
    pairRotation U ∈ unitaryGroup (n × n) ℂ := by
  have h0 : Uᴴ * U = 1 := mem_unitaryGroup_iff'.mp hU
  have h1 : (U.map star)ᴴ * U.map star = 1 := by
    have e1 : (U.map star)ᴴ = Uᵀ := by ext i j; simp
    have e2 : U.map star = (Uᴴ)ᵀ := by ext i j; simp
    rw [e1, e2, ← Matrix.transpose_mul, h0, Matrix.transpose_one]
  rw [mem_unitaryGroup_iff', star_eq_conjTranspose, pairRotation, conjTranspose_kronecker,
    ← mul_kronecker_mul, h1, one_kronecker_one]
```

In the norm theorem, `ht` is the trace formula and `e` removes the inner W†W. Cyclicity of the trace removes the outer pair.

```lean
/-- Conjugation with a unitary matrix preserves the Frobenius norm. -/
theorem frobeniusNorm_conj {W : Matrix n n ℂ} (hW : W ∈ unitaryGroup n ℂ)
    (M : Matrix n n ℂ) : frobeniusNorm (W * M * Wᴴ) = frobeniusNorm M := by
  have h : Wᴴ * W = 1 := mem_unitaryGroup_iff'.mp hW
  -- the squared norm is a trace
  have ht : ∀ N : Matrix n n ℂ,
      ((∑ i, ∑ j, ‖N i j‖ ^ 2 : ℝ) : ℂ) = Matrix.trace (N * Nᴴ) := by
    intro N
    simp only [Matrix.trace, Matrix.diag_apply, Matrix.mul_apply,
      Matrix.conjTranspose_apply, Complex.ofReal_sum]
    refine Finset.sum_congr rfl fun i _ => Finset.sum_congr rfl fun j _ => ?_
    rw [Complex.star_def, Complex.mul_conj, Complex.normSq_eq_norm_sq]
  have e : (W * M * Wᴴ) * (W * M * Wᴴ)ᴴ = W * (M * Mᴴ) * Wᴴ := by
    calc (W * M * Wᴴ) * (W * M * Wᴴ)ᴴ = W * M * (Wᴴ * W) * Mᴴ * Wᴴ := by
          simp only [conjTranspose_mul, conjTranspose_conjTranspose, Matrix.mul_assoc]
      _ = W * (M * Mᴴ) * Wᴴ := by
          rw [h, Matrix.mul_one]
          simp only [Matrix.mul_assoc]
  unfold frobeniusNorm
  congr 1
  apply Complex.ofReal_injective
  rw [ht, ht, e, Matrix.trace_mul_comm, ← Matrix.mul_assoc, h, Matrix.one_mul]
```

The main theorem collects the results for unitary `U`. The hypothesis `h`, that the original operators satisfy the CAR, is used only for the first of its five conclusions.

```lean
/-- Under a unitary orbital rotation the anticommutation relations persist, the two-matrix
and the cumulant are conjugated by the unitary `conj(U) ⊗ conj(U)`, and the Frobenius norm
of the cumulant is unchanged. -/
theorem orbital_rotation {a : n → A} (h : IsCAR a) {U : Matrix n n ℂ}
    (hU : U ∈ unitaryGroup n ℂ) (w : A →ₗ[ℂ] ℂ) :
    IsCAR (rotate U a) ∧
    pairRotation U ∈ unitaryGroup (n × n) ℂ ∧
    twoMatrix w (rotate U a) = pairRotation U * twoMatrix w a * (pairRotation U)ᴴ ∧
    cumulant w (rotate U a) = pairRotation U * cumulant w a * (pairRotation U)ᴴ ∧
    frobeniusNorm (cumulant w (rotate U a)) = frobeniusNorm (cumulant w a) := by
  refine ⟨isCAR_rotate h hU, pairRotation_unitary hU, twoMatrix_rotate w a U,
    cumulant_rotate w a U, ?_⟩
  rw [cumulant_rotate, frobeniusNorm_conj (pairRotation_unitary hU)]
```

## Two modes as 4×4 matrices

A concrete representation shows that the CAR can be satisfied. In the basis |00⟩, |01⟩, |10⟩, |11⟩, the matrices `twoModes 0` and `twoModes 1` empty the first and the second mode. The entry −1 is the fermionic sign picked up when the second mode is emptied while the first is occupied.

```lean
/-- Two annihilation operators as matrices on the four occupation states of two modes. -/
def twoModes : Fin 2 → Matrix (Fin 4) (Fin 4) ℂ :=
  ![!![0, 0, 1, 0; 0, 0, 0, 1; 0, 0, 0, 0; 0, 0, 0, 0],
    !![0, 1, 0, 0; 0, 0, 0, 0; 0, 0, 0, -1; 0, 0, 0, 0]]
```

The proof checks every entry of every anticommutator.

```lean
/-- The two-mode matrices satisfy the canonical anticommutation relations. -/
theorem isCAR_witness : IsCAR twoModes := by
  constructor <;> intro i j <;> fin_cases i <;> fin_cases j <;> ext p q <;>
    fin_cases p <;> fin_cases q <;>
    simp only [Matrix.add_apply, Matrix.mul_apply, Fin.sum_univ_four,
      star_eq_conjTranspose, Matrix.conjTranspose_apply] <;>
    simp [twoModes]

end

end CumulantOrbitalRotation
```

```lean
#print axioms CumulantOrbitalRotation.unitary_of_isCAR_rotate
-- 'CumulantOrbitalRotation.unitary_of_isCAR_rotate' depends on axioms: [propext, Classical.choice, Quot.sound]
#print axioms CumulantOrbitalRotation.orbital_rotation
-- 'CumulantOrbitalRotation.orbital_rotation' depends on axioms: [propext, Classical.choice, Quot.sound]
```
